# With S_z = s, the eigenvalue of S² is either s(s+1) or at least (s+1)(s+2)

The theorem `spin_gap` concerns three symmetric operators on a complex inner product space that obey the spin commutation relations with ħ = 1. If a nonzero vector v, not necessarily normalised, satisfies S_z v = s v and S² v = (s(s+1) + d) v with s and d real, then d = 0 or d ≥ 2(s+1). The attempt applies the raising operator S₊ to v and calls the result φ. If φ vanishes, the ladder identities give d = 0; otherwise they give S₋S₊φ = (d − 2(s+1))φ. Taking the inner product with φ turns this into (d − 2(s+1))‖φ‖² = ‖S₊φ‖², which cannot be negative.

The first attempt, which Lean rejects:

```lean
import Mathlib

open Complex

namespace SpinGap

noncomputable section

variable {V : Type*} [NormedAddCommGroup V] [InnerProductSpace ℂ V]

/-- Three Hermitian operators obeying the spin commutation relations (with ħ = 1). -/
structure IsSpin (Sx Sy Sz : Module.End ℂ V) : Prop where
  symm_x : LinearMap.IsSymmetric Sx
  symm_y : LinearMap.IsSymmetric Sy
  symm_z : LinearMap.IsSymmetric Sz
  comm_xy : Sx * Sy - Sy * Sx = I • Sz
  comm_yz : Sy * Sz - Sz * Sy = I • Sx
  comm_zx : Sz * Sx - Sx * Sz = I • Sy

/-- The squared spin S² = Sx² + Sy² + Sz². -/
def spinSq (Sx Sy Sz : Module.End ℂ V) : Module.End ℂ V := Sx * Sx + Sy * Sy + Sz * Sz

/-- The raising operator Sx + i Sy. -/
def raising (Sx Sy : Module.End ℂ V) : Module.End ℂ V := Sx + I • Sy

/-- The lowering operator Sx - i Sy. -/
def lowering (Sx Sy : Module.End ℂ V) : Module.End ℂ V := Sx - I • Sy

variable {Sx Sy Sz H : Module.End ℂ V} {s μ E0 Es E : ℝ}

/-- The ladder identities: S₋S₊ = S² - Sz² - Sz, S₊S₋ = S₋S₊ + 2Sz, and S₊ raises Sz by one. -/
theorem ladder (h : IsSpin Sx Sy Sz) :
    lowering Sx Sy * raising Sx Sy = spinSq Sx Sy Sz - Sz * Sz - Sz ∧
    raising Sx Sy * lowering Sx Sy = lowering Sx Sy * raising Sx Sy + (2 : ℂ) • Sz ∧
    Sz * raising Sx Sy = raising Sx Sy * Sz + raising Sx Sy := by
  have e1 : Sx * Sy = I • Sz + Sy * Sx := sub_eq_iff_eq_add.mp h.comm_xy
  have e2 : Sz * Sx = I • Sy + Sx * Sz := sub_eq_iff_eq_add.mp h.comm_zx
  have e3 : Sz * Sy = Sy * Sz - I • Sx := by rw [← h.comm_yz]; abel
  refine ⟨?_, ?_, ?_⟩ <;>
  · simp only [raising, lowering, spinSq, sub_mul, add_mul, mul_add, mul_sub, smul_mul_assoc,
      mul_smul_comm, e1, e2, e3, smul_add, smul_sub, smul_smul, I_mul_I, neg_smul, one_smul]
    module

/-- In the sector Sz = s, an eigenvalue s(s+1) + d of S² has d = 0 or d ≥ 2(s+1). -/
theorem spin_gap (h : IsSpin Sx Sy Sz) {d : ℝ} {v : V} (hv : v ≠ 0)
    (hz : Sz v = (s : ℂ) • v)
    (hS : spinSq Sx Sy Sz v = ((s * (s + 1) + d : ℝ) : ℂ) • v) :
    d = 0 ∨ 2 * (s + 1) ≤ d := by
  obtain ⟨l1, l2, l3⟩ := ladder h
  have a1 := LinearMap.congr_fun l1 v
  have a2 := LinearMap.congr_fun l2 (raising Sx Sy v)
  have a3 := LinearMap.congr_fun l3 v
  simp only [Module.End.mul_apply, LinearMap.sub_apply, LinearMap.add_apply,
    LinearMap.smul_apply, hz, hS, map_smul] at a1 a2 a3
  have hm : lowering Sx Sy (raising Sx Sy v) = (d : ℂ) • v := by
    rw [a1]; push_cast; module
  rw [hm, map_smul, a3] at a2
  set φ := raising Sx Sy v with hφ
  by_cases h0 : φ = 0
  · left
    rw [h0, map_zero] at hm
    exact_mod_cast (smul_eq_zero.mp hm.symm).resolve_right hv
  right
  -- the raised state φ gives (d - 2(s+1)) ‖φ‖² = ‖S₊φ‖²
  have key : ((d - 2 * (s + 1) : ℝ) : ℂ) • φ = lowering Sx Sy (raising Sx Sy φ) := by
    rw [← sub_eq_iff_eq_add] at a2
    rw [← a2]; push_cast; module
  have adj : inner ℂ φ (lowering Sx Sy (raising Sx Sy φ)) =
      inner ℂ (raising Sx Sy φ) (raising Sx Sy φ) := by
    generalize raising Sx Sy φ = χ at *
    have : inner ℂ φ (lowering Sx Sy χ) = inner ℂ (raising Sx Sy φ) χ := by
      simp only [raising, lowering, LinearMap.sub_apply, LinearMap.add_apply,
        LinearMap.smul_apply, inner_sub_right, inner_add_left, inner_smul_left,
        inner_smul_right, conj_I]
      rw [h.symm_x φ χ, h.symm_y φ χ]; ring
    simp_all
  have nrm : ∀ x : V, (inner ℂ x x).re = ‖x‖ ^ 2 := fun x => inner_self_eq_norm_sq (𝕜 := ℂ) x
  have e := congrArg Complex.re adj
  rw [← key, inner_smul_right, re_ofReal_mul, nrm, nrm] at e
  have hp : 0 < ‖φ‖ ^ 2 := pow_pos (norm_pos_iff.mpr h0) 2
  by_contra hlt
  have := mul_neg_of_neg_of_pos (sub_neg.mpr (not_le.mp hlt)) hp
  linarith [sq_nonneg ‖raising Sx Sy φ‖]

end

end SpinGap
```

Compiling this gives:

```
Main.lean:69:53: error: unsolved goals
V : Type u_1
inst✝¹ : NormedAddCommGroup V
inst✝ : InnerProductSpace ℂ V
Sx Sy Sz : Module.End ℂ V
s : ℝ
h : IsSpin Sx Sy Sz
d : ℝ
v : V
φ : V := (raising Sx Sy) v
χ : V
hv : ¬v = 0
hz : Sz v = s • v
hS : (spinSq Sx Sy Sz) v = (↑s * (↑s + 1) + ↑d) • v
l1 : lowering Sx Sy * raising Sx Sy = spinSq Sx Sy Sz - Sz * Sz - Sz
l2 : raising Sx Sy * lowering Sx Sy = spinSq Sx Sy Sz - Sz * Sz - Sz + 2 • Sz
l3 : Sz * raising Sx Sy = raising Sx Sy * Sz + raising Sx Sy
a3 : Sz ((raising Sx Sy) v) = s • (raising Sx Sy) v + (raising Sx Sy) v
hm : (↑s * (↑s + 1) + ↑d) • v - s • s • v - s • v = d • v
hφ : φ = (raising Sx Sy) v
h0 : ¬(raising Sx Sy) v = 0
a2 : d • (raising Sx Sy) v = (lowering Sx Sy) χ + (2 • s • (raising Sx Sy) v + 2 • (raising Sx Sy) v)
key : (↑d - 2 * (↑s + 1)) • (raising Sx Sy) v = (lowering Sx Sy) χ
this : inner ℂ ((raising Sx Sy) v) ((lowering Sx Sy) χ) = inner ℂ ((raising Sx Sy) ((raising Sx Sy) v)) χ
⊢ inner ℂ ((raising Sx Sy) ((raising Sx Sy) v)) χ = ↑‖χ‖ ^ 2
```

What went wrong. The error is a goal left open in the proof of `adj`, the step that moves S₋ across the inner product as S₊. There `generalize` replaced `raising Sx Sy φ` by a new variable `χ` and kept no equation between the two. The next line, `this`, wrote `raising Sx Sy φ` afresh, and Lean no longer knew that it was `χ`. After `simp_all`, what remained was that the inner product of S₊φ with `χ` equals ‖χ‖², with φ written out as S₊v. For an arbitrary `χ` this does not follow from `this`, and no hypothesis says that `χ` is S₊φ.

The repair drops `generalize` and states `adj` for every `χ`, which the calculation already inside `this` proves. `adj` is then applied to `raising Sx Sy φ` itself, so both entries on the right are S₊φ and the later rewrite to a squared norm has the form it needs. Dropping the name `hφ` and writing the proof of `hp` in place are mere tidying.

The repair, with which the file compiles:

```diff
@@ -56,5 +56,5 @@
     rw [a1]; push_cast; module
   rw [hm, map_smul, a3] at a2
-  set φ := raising Sx Sy v with hφ
+  set φ := raising Sx Sy v
   by_cases h0 : φ = 0
   · left
@@ -66,19 +66,15 @@
     rw [← sub_eq_iff_eq_add] at a2
     rw [← a2]; push_cast; module
-  have adj : inner ℂ φ (lowering Sx Sy (raising Sx Sy φ)) =
-      inner ℂ (raising Sx Sy φ) (raising Sx Sy φ) := by
-    generalize raising Sx Sy φ = χ at *
-    have : inner ℂ φ (lowering Sx Sy χ) = inner ℂ (raising Sx Sy φ) χ := by
-      simp only [raising, lowering, LinearMap.sub_apply, LinearMap.add_apply,
-        LinearMap.smul_apply, inner_sub_right, inner_add_left, inner_smul_left,
-        inner_smul_right, conj_I]
-      rw [h.symm_x φ χ, h.symm_y φ χ]; ring
-    simp_all
+  have adj : ∀ χ : V, inner ℂ φ (lowering Sx Sy χ) = inner ℂ (raising Sx Sy φ) χ := by
+    intro χ
+    simp only [raising, lowering, LinearMap.sub_apply, LinearMap.add_apply,
+      LinearMap.smul_apply, inner_sub_right, inner_add_left, inner_smul_left,
+      inner_smul_right, conj_I]
+    rw [h.symm_x φ χ, h.symm_y φ χ]; ring
   have nrm : ∀ x : V, (inner ℂ x x).re = ‖x‖ ^ 2 := fun x => inner_self_eq_norm_sq (𝕜 := ℂ) x
-  have e := congrArg Complex.re adj
+  have e := congrArg Complex.re (adj (raising Sx Sy φ))
   rw [← key, inner_smul_right, re_ofReal_mul, nrm, nrm] at e
-  have hp : 0 < ‖φ‖ ^ 2 := pow_pos (norm_pos_iff.mpr h0) 2
   by_contra hlt
-  have := mul_neg_of_neg_of_pos (sub_neg.mpr (not_le.mp hlt)) hp
+  have := mul_neg_of_neg_of_pos (sub_neg.mpr (not_le.mp hlt)) (pow_pos (norm_pos_iff.mpr h0) 2)
   linarith [sq_nonneg ‖raising Sx Sy φ‖]
 
```
